# A Cubic Error Bound for Small-Tip Excitation without Relaxation

Work in the frame rotating at the carrier frequency of the pulse, and measure magnetisation in units of its equilibrium value. Let $m=M_x+iM_y$ be the transverse magnetisation and $z=M_z$ the longitudinal one. The pulse envelope $b(t)$ is complex: its modulus is the nutation rate on resonance, in radians per unit time, and its argument is the phase of the radiofrequency field, for a positive gyromagnetic ratio. The resonance offset $d$ is a real angular frequency, constant during the pulse. Without relaxation, and with any counter-rotating part of the radiofrequency field neglected, the Bloch equations on $[0,T]$ are

$$m'=-idm+ibz,\qquad z'=\operatorname{Im}(b\,\overline m),\qquad m(0)=0,\quad z(0)=1.$$

These signs make free precession go as $e^{-idt}$. The pulse area accumulated up to time $t$ is $a(t)=\int_0^t|b(s)|\,ds$, and $A=a(T)$. Because of the modulus, $A$ is not always the flip angle: a continuous real pulse that takes both signs turns the magnetisation on resonance through the smaller angle $\left|\int_0^T b(t)\,dt\right|$.

## The bound and its derivation

The small-tip approximation replaces $z$ by $1$ in the first equation, which can then be integrated:

$$m_{\rm st}=i\int_0^T e^{-id(T-t)}b(t)\,dt .$$

As a function of $d$, this is a phase factor times a Fourier integral of the pulse. For $b$ continuous on $[0,T]$, the claim is

$$|m(T)-m_{\rm st}|\le \frac{A^3}{6},$$

and no smaller constant than $1/6$ serves for all continuous pulses and offsets.

**Length.** The offset term drops out of the derivative of $|m|^2$:

$$(|m|^2)'=2\operatorname{Re}(\overline m\,m')=2z\operatorname{Re}(ib\overline m)=-2z\operatorname{Im}(b\overline m)=-(z^2)'.$$

So $|m|^2+z^2$ keeps its initial value $1$, and $|z|\le1$.

**Transverse growth.** Put $u(t)=e^{idt}m(t)$. Then

$$u'=e^{idt}(idm-idm+ibz)=ie^{idt}bz,$$

so $|u'|\le|b|=a'$. Since $u(0)=0$, integration gives $|m(t)|=|u(t)|\le a(t)$.

**Longitudinal loss.** It follows that $|z'|\le|b||m|\le|b|a=(a^2/2)'$, and hence $|z(t)-1|\le a(t)^2/2$.

**Error.** Let $e(t)=u(t)-i\int_0^t e^{ids}b(s)\,ds$. Then $e(0)=0$ and $e'=ie^{idt}b(z-1)$, so

$$|e'|\le |b|\frac{a^2}{2}=\left(\frac{a^3}{6}\right)'.$$

Therefore $|e(T)|\le A^3/6$. Since $m(T)-m_{\rm st}=e^{-idT}e(T)$, the claim follows.

**Optimality.** Take $d=0$, $T=1$ and constant $b=\omega>0$. The solution is $m=i\sin\omega t$, $z=\cos\omega t$, while $m_{\rm st}=i\omega$ and $A=\omega$. The error is $\omega-\sin\omega\ge\omega^3/6-\omega^5/120$. A bound $CA^3$ would thus require $C\ge1/6-\omega^2/120$ for every $\omega>0$, and so $C\ge1/6$.

For isolated spins with constant offset and negligible relaxation, this limits the error made when a selective pulse is designed from its Fourier profile. The error is absolute: where the predicted profile is nearly zero, the relative error can still be large.

## The Bloch equations in Lean

```lean
import Mathlib

open Set Complex
open scoped Topology ComplexConjugate

namespace SmallTipExcitation

noncomputable section
```

The structure `IsBlochSolution b d T m z` says that given functions `m` and `z` solve the initial-value problem. It does not assert that a solution exists for every pulse.

```lean
/-- The Bloch equations without relaxation on `[0, T]`, for a pulse envelope `b` and a
resonance offset `d`, with the magnetisation initially along the longitudinal axis. -/
structure IsBlochSolution (b : ℝ → ℂ) (d T : ℝ) (m : ℝ → ℂ) (z : ℝ → ℝ) : Prop where
  m_deriv : ∀ t ∈ Icc 0 T,
    HasDerivWithinAt m (-I * d * m t + I * b t * z t) (Icc 0 T) t
  z_deriv : ∀ t ∈ Icc 0 T, HasDerivWithinAt z (b t * conj (m t)).im (Icc 0 T) t
  m_zero : m 0 = 0
  z_zero : z 0 = 1
```

All functions are defined on the whole real line, but `HasDerivWithinAt … (Icc 0 T)` looks only at times in $[0,T]$, with one-sided derivatives at the ends when $T>0$. The pulse may therefore jump when it is switched on or off. Jumps inside the interval are excluded later by the hypothesis `ContinuousOn b (Icc 0 T)`.

The next two definitions are $a(t)$ and $m_{\rm st}$.

```lean
/-- The pulse area accumulated from time `0` to time `t`, the integral of `|b|`. -/
def pulseArea (b : ℝ → ℂ) (t : ℝ) : ℝ := ∫ s in (0 : ℝ)..t, ‖b s‖

/-- The transverse magnetisation at time `T` predicted by the small-tip approximation. -/
def smallTip (b : ℝ → ℂ) (d T : ℝ) : ℂ :=
  I * ∫ t in (0 : ℝ)..T, Complex.exp (-(I * d * (T - t))) * b t
```

## Integrals and comparison of rates

The derivative $a'=|b|$ is needed up to the endpoints, although `b` may be discontinuous there as a function on the line. The proof extends the integrand continuously by its boundary values, applies the fundamental theorem of calculus to the extension `c`, and transfers the result back, since both integrals agree on $[0,T]$.

```lean
/-- The integral from `0` of a function continuous on `[0, T]` has that function as its
derivative within `[0, T]`. -/
theorem primitive_deriv {E : Type*} [NormedAddCommGroup E] [NormedSpace ℝ E]
    [CompleteSpace E] {g : ℝ → E} {T t : ℝ} (hg : ContinuousOn g (Icc 0 T))
    (ht : t ∈ Icc 0 T) :
    HasDerivWithinAt (fun x => ∫ s in (0 : ℝ)..x, g s) (g t) (Icc 0 T) t := by
  -- extend `g` continuously by its boundary values
  let c : ℝ → E := fun s => g (max 0 (min s T))
  have hc : Continuous c := hg.comp_continuous (by fun_prop)
    (fun s => ⟨le_max_left _ _, max_le (ht.1.trans ht.2) (min_le_right _ _)⟩)
  have hcg : ∀ s ∈ Icc 0 T, c s = g s := by
    intro s hs
    simp only [c, min_eq_left hs.2, max_eq_right hs.1]
  have key : ∀ x ∈ Icc 0 T, ∫ s in (0 : ℝ)..x, g s = ∫ s in (0 : ℝ)..x, c s := by
    intro x hx
    refine intervalIntegral.integral_congr (fun s hs => ?_)
    rw [uIcc_of_le hx.1] at hs
    exact (hcg s ⟨hs.1, hs.2.trans hx.2⟩).symm
  have h := (hc.integral_hasStrictDerivAt 0 t).hasDerivAt.hasDerivWithinAt (s := Icc 0 T)
  rw [hcg t ht] at h
  exact h.congr key (key t ht)
```

Every estimate in the derivation has one pattern: a quantity starts within a bound, and its rate never exceeds the rate of the bound. This is stated once, for functions with values in any real normed space.

```lean
/-- If a quantity starts within a bound and its rate of change never exceeds that of the
bound, it stays within the bound on `[0, T]`. -/
theorem norm_le_of_rate_le {E : Type*} [NormedAddCommGroup E] [NormedSpace ℝ E]
    {f f' : ℝ → E} {B B' : ℝ → ℝ} {T : ℝ}
    (hf : ∀ t ∈ Icc 0 T, HasDerivWithinAt f (f' t) (Icc 0 T) t)
    (hB : ∀ t ∈ Icc 0 T, HasDerivWithinAt B (B' t) (Icc 0 T) t)
    (h0 : ‖f 0‖ ≤ B 0) (hle : ∀ t ∈ Icc 0 T, ‖f' t‖ ≤ B' t) :
    ∀ t ∈ Icc 0 T, ‖f t‖ ≤ B t := by
  have hn : ∀ x ∈ Ico 0 T, Icc 0 T ∈ 𝓝[Ici x] x := by
    intro x hx
    filter_upwards [self_mem_nhdsWithin, mem_nhdsWithin_of_mem_nhds (Iio_mem_nhds hx.2)]
      with y hy hy'
    exact ⟨hx.1.trans hy, le_of_lt hy'⟩
  intro t ht
  exact image_norm_le_of_norm_deriv_right_le_deriv_boundary' (f' := f') (B' := B')
    (fun x hx => (hf x hx).continuousWithinAt)
    (fun x hx => (hf x ⟨hx.1, hx.2.le⟩).mono_of_mem_nhdsWithin (hn x hx)) h0
    (fun x hx => (hB x hx).continuousWithinAt)
    (fun x hx => (hB x ⟨hx.1, hx.2.le⟩).mono_of_mem_nhdsWithin (hn x hx))
    (fun x hx => hle x ⟨hx.1, hx.2.le⟩) ht
```

The work is done by Mathlib's `image_norm_le_of_norm_deriv_right_le_deriv_boundary'`. It compares $\|f'\|$ with $B'$ and concludes $\|f\|\le B$, without ever differentiating $\|f\|$. That matters here because a norm need not be differentiable where its argument vanishes, and $m$ starts at zero. It also needs no integrability of $f'$, which integrating the rate would call for.

The Mathlib theorem asks for continuity on the closed interval and right derivatives at every point except the last. The auxiliary statement `hn` supplies the link: for $x<T$, the interval $[0,T]$ contains all points just to the right of $x$, so a derivative within $[0,T]$ is also a right derivative.

## From unit length to longitudinal loss

Conservation of length is the comparison with bound zero. The function $|m|^2+z^2-1$, written in real and imaginary parts, has derivative zero; `ring` confirms the cancellation.

```lean
variable {b m : ℝ → ℂ} {z : ℝ → ℝ} {d T t : ℝ}

/-- The Bloch vector keeps unit length throughout the pulse. -/
theorem bloch_length (h : IsBlochSolution b d T m z) (ht : t ∈ Icc 0 T) :
    ‖m t‖ ^ 2 + z t ^ 2 = 1 := by
  have hd : ∀ s ∈ Icc 0 T, HasDerivWithinAt
      (fun s => (m s).re * (m s).re + (m s).im * (m s).im + z s * z s - 1) 0
      (Icc 0 T) s := by
    intro s hs
    have hr : HasDerivWithinAt (fun s => (m s).re)
        (-I * d * m s + I * b s * z s).re (Icc 0 T) s :=
      Complex.reCLM.hasFDerivAt.comp_hasDerivWithinAt s (h.m_deriv s hs)
    have hi : HasDerivWithinAt (fun s => (m s).im)
        (-I * d * m s + I * b s * z s).im (Icc 0 T) s :=
      Complex.imCLM.hasFDerivAt.comp_hasDerivWithinAt s (h.m_deriv s hs)
    have hz := h.z_deriv s hs
    refine ((((hr.fun_mul hr).fun_add (hi.fun_mul hi)).fun_add
      (hz.fun_mul hz)).sub_const 1).congr_deriv ?_
    simp only [add_re, add_im, mul_re, mul_im, neg_re, neg_im, I_re, I_im, ofReal_re,
      ofReal_im, conj_re, conj_im]
    ring
  have h1 := norm_le_of_rate_le (f' := fun _ => (0 : ℝ)) (B := fun _ => 0)
    (B' := fun _ => 0) hd (fun s _ => hasDerivWithinAt_const s _ _)
    (by simp [h.m_zero, h.z_zero]) (by simp) t ht
  have e : (m t).re * (m t).re + (m t).im * (m t).im + z t * z t - 1 = 0 :=
    norm_le_zero_iff.mp h1
  rw [Complex.sq_norm, Complex.normSq_apply]
  linear_combination e
```

The product rule then gives $u'=ie^{idt}bz$.

```lean
/-- In the frame rotating at the offset frequency, the transverse magnetisation is driven
by the pulse alone. -/
theorem rotating_deriv (h : IsBlochSolution b d T m z) (ht : t ∈ Icc 0 T) :
    HasDerivWithinAt (fun s : ℝ => Complex.exp (I * d * s) * m s)
      (I * (Complex.exp (I * d * t) * b t) * z t) (Icc 0 T) t := by
  have h1 : HasDerivAt (fun s : ℝ => I * d * (s : ℂ)) (I * d) t := by
    simpa using (Complex.ofRealCLM.hasDerivAt (x := t)).const_mul (I * (d : ℂ))
  refine (h1.cexp.hasDerivWithinAt.fun_mul (h.m_deriv t ht)).congr_deriv ?_
  ring
```

For the transverse bound, `bloch_length` yields $|z|\le1$, the phase factor has norm one, and the comparison lemma is applied with $B=a$.

```lean
/-- For a continuous pulse, the transverse magnetisation never exceeds the pulse area
accumulated so far. -/
theorem transverse_le (hb : ContinuousOn b (Icc 0 T)) (h : IsBlochSolution b d T m z)
    (ht : t ∈ Icc 0 T) : ‖m t‖ ≤ pulseArea b t := by
  have h1 := norm_le_of_rate_le (fun s hs => rotating_deriv h hs)
    (fun s hs => primitive_deriv hb.norm hs) (by simp [h.m_zero])
    (fun s hs => by
      have hl := bloch_length h hs
      have hz : |z s| ≤ 1 := abs_le.mpr
        ⟨by nlinarith [sq_nonneg ‖m s‖], by nlinarith [sq_nonneg ‖m s‖]⟩
      have hp : ‖Complex.exp (I * d * s)‖ = 1 := by simp [Complex.norm_exp]
      simp only [norm_mul, Complex.norm_I, hp, one_mul, Complex.norm_real,
        Real.norm_eq_abs]
      exact mul_le_of_le_one_right (norm_nonneg _) hz) t ht
  have hp : ‖Complex.exp (I * d * t)‖ = 1 := by simp [Complex.norm_exp]
  simpa only [norm_mul, hp, one_mul, pulseArea] using h1
```

The longitudinal bound uses $B=a^2/2$. The `calc` block is the chain $|\operatorname{Im}(b\overline m)|\le|b||m|\le|b|a$.

```lean
/-- For a continuous pulse, the longitudinal magnetisation departs from its initial value
by at most half the square of the accumulated pulse area. -/
theorem longitudinal_loss_le (hb : ContinuousOn b (Icc 0 T))
    (h : IsBlochSolution b d T m z) (ht : t ∈ Icc 0 T) :
    |z t - 1| ≤ pulseArea b t ^ 2 / 2 := by
  have hB : ∀ s ∈ Icc 0 T, HasDerivWithinAt (fun s => pulseArea b s * pulseArea b s / 2)
      (‖b s‖ * pulseArea b s) (Icc 0 T) s := by
    intro s hs
    have ha : HasDerivWithinAt (pulseArea b) ‖b s‖ (Icc 0 T) s :=
      primitive_deriv hb.norm hs
    exact ((ha.fun_mul ha).div_const 2).congr_deriv (by ring)
  have h1 := norm_le_of_rate_le (fun s hs => (h.z_deriv s hs).sub_const 1) hB
    (by simp [h.z_zero, pulseArea])
    (fun s hs => calc
      ‖(b s * conj (m s)).im‖ ≤ ‖b s * conj (m s)‖ := Complex.abs_im_le_norm _
      _ = ‖b s‖ * ‖m s‖ := by rw [norm_mul, RCLike.norm_conj]
      _ ≤ ‖b s‖ * pulseArea b s :=
        mul_le_mul_of_nonneg_left (transverse_le hb h hs) (norm_nonneg _)) t ht
  rw [sq]
  exact h1
```

## The error of the Fourier profile

Factoring $e^{-idT}$ out of the integral exhibits the prediction as a Fourier integral.

```lean
/-- The small-tip prediction is a phase factor times the Fourier integral of the pulse,
taken at the resonance offset. -/
theorem smallTip_eq_fourier (b : ℝ → ℂ) (d T : ℝ) :
    smallTip b d T = Complex.exp (-(I * d * T)) *
      (I * ∫ t in (0 : ℝ)..T, Complex.exp (I * d * t) * b t) := by
  have e : ∀ t : ℝ, Complex.exp (-(I * d * (T - t))) * b t =
      Complex.exp (-(I * d * T)) * (Complex.exp (I * d * t) * b t) := by
    intro t
    rw [← mul_assoc, ← Complex.exp_add]
    congr 2
    ring
  simp only [smallTip, e, intervalIntegral.integral_const_mul]
  ring
```

The main theorem reads: if $T\ge0$, the pulse is continuous on $[0,T]$, and `m`, `z` solve the Bloch equations, then the final transverse magnetisation differs from the prediction by at most $A^3/6$. The offset is arbitrary, and the bound does not depend on it.

```lean
/-- For a continuous pulse, the small-tip prediction of the final transverse magnetisation
is in error by at most one sixth of the cube of the pulse area, at every offset. -/
theorem small_tip_error (hT : 0 ≤ T) (hb : ContinuousOn b (Icc 0 T))
    (h : IsBlochSolution b d T m z) :
    ‖m T - smallTip b d T‖ ≤ pulseArea b T ^ 3 / 6 := by
  have hg : ContinuousOn (fun s : ℝ => Complex.exp (I * d * s) * b s) (Icc 0 T) :=
    (Continuous.continuousOn (by fun_prop)).mul hb
  have hB : ∀ s ∈ Icc 0 T, HasDerivWithinAt
      (fun s => pulseArea b s * pulseArea b s * pulseArea b s / 6)
      (‖b s‖ * (pulseArea b s ^ 2 / 2)) (Icc 0 T) s := by
    intro s hs
    have ha : HasDerivWithinAt (pulseArea b) ‖b s‖ (Icc 0 T) s :=
      primitive_deriv hb.norm hs
    exact (((ha.fun_mul ha).fun_mul ha).div_const 6).congr_deriv (by ring)
  -- the error in the rotating frame is driven by the longitudinal loss
  have h1 := norm_le_of_rate_le
    (fun s hs => (rotating_deriv h hs).fun_sub ((primitive_deriv hg hs).const_mul I)) hB
    (by simp [h.m_zero, pulseArea])
    (fun s hs => by
      have hp : ‖Complex.exp (I * d * s)‖ = 1 := by simp [Complex.norm_exp]
      have e : I * (Complex.exp (I * d * s) * b s) * z s -
          I * (Complex.exp (I * d * s) * b s) =
          I * (Complex.exp (I * d * s) * b s) * ((z s - 1 : ℝ) : ℂ) := by
        push_cast
        ring
      rw [e]
      simp only [norm_mul, Complex.norm_I, hp, one_mul, Complex.norm_real,
        Real.norm_eq_abs]
      exact mul_le_mul_of_nonneg_left (longitudinal_loss_le hb h hs) (norm_nonneg _))
    T ⟨hT, le_rfl⟩
  -- return to the original frame, which changes only the phase
  have e1 : Complex.exp (-(I * d * T)) * Complex.exp (I * d * T) = 1 := by
    rw [← Complex.exp_add, neg_add_cancel, Complex.exp_zero]
  have key : m T - smallTip b d T = Complex.exp (-(I * d * T)) *
      (Complex.exp (I * d * T) * m T -
        I * ∫ t in (0 : ℝ)..T, Complex.exp (I * d * t) * b t) := by
    rw [smallTip_eq_fourier]
    linear_combination (-(m T)) * e1
  have hp : ‖Complex.exp (-(I * d * T))‖ = 1 := by simp [Complex.norm_exp]
  rw [key, norm_mul, hp, one_mul]
  calc _ ≤ pulseArea b T * pulseArea b T * pulseArea b T / 6 := h1
    _ = pulseArea b T ^ 3 / 6 := by ring
```

Here `h1` is the bound on $e(T)$, obtained with $B=a^3/6$; a rewriting step inside its proof isolates the factor $z-1$. The equation `key` returns to the original frame by a phase factor of norm one.

## A constant pulse shows that one sixth is optimal

The explicit solution is checked by differentiation, for any real amplitude `ω`.

```lean
/-- A constant resonant pulse of real amplitude `ω` rotates the magnetisation through the
angle `ω t`. -/
theorem constant_pulse_witness (ω T : ℝ) :
    IsBlochSolution (fun _ => (ω : ℂ)) 0 T
      (fun t => I * ((Real.sin (ω * t) : ℝ) : ℂ)) (fun t => Real.cos (ω * t)) := by
  have hl : ∀ t : ℝ, HasDerivAt (fun t : ℝ => ω * t) ω t := fun t => by
    simpa using (hasDerivAt_id t).const_mul ω
  refine ⟨fun t _ => ?_, fun t _ => ?_, by simp, by simp⟩
  · refine ((hl t).sin.ofReal_comp.const_mul I).hasDerivWithinAt.congr_deriv ?_
    push_cast
    ring
  · refine (hl t).cos.hasDerivWithinAt.congr_deriv ?_
    simp only [mul_im, mul_re, conj_re, conj_im, I_re, I_im, ofReal_re, ofReal_im]
    ring
```

The last theorem takes a constant `C` that works for all continuous pulses, offsets, durations and solutions, and concludes $1/6\le C$. Supposing $C<1/6$, the proof chooses $\omega>0$ with both $\omega\le1$ and $\omega\le1/6-C$. Mathlib's `Real.sin_bound` controls $\sin\omega-(\omega-\omega^3/6)$ by a multiple of $\omega^4$ small enough to contradict the assumed bound. This replaces the limit $\omega\to0$ by a single weak pulse.

```lean
/-- Any constant `C` for which the error is at most `C` times the cube of the pulse area,
for all continuous pulses and all offsets, is at least `1/6`. -/
theorem one_sixth_optimal (C : ℝ)
    (h : ∀ (b : ℝ → ℂ) (d T : ℝ) (m : ℝ → ℂ) (z : ℝ → ℝ), 0 ≤ T →
      ContinuousOn b (Icc 0 T) → IsBlochSolution b d T m z →
      ‖m T - smallTip b d T‖ ≤ C * pulseArea b T ^ 3) : 1 / 6 ≤ C := by
  by_contra hC
  have hC' : 0 < 1 / 6 - C := by linarith [not_le.mp hC]
  -- test the bound on a weak constant pulse of unit duration
  obtain ⟨ω, h0, hω1, hωC⟩ : ∃ ω : ℝ, 0 < ω ∧ ω ≤ 1 ∧ ω ≤ 1 / 6 - C :=
    ⟨min 1 (1 / 6 - C), lt_min one_pos hC', min_le_left _ _, min_le_right _ _⟩
  have h1 : ‖I * ((Real.sin (ω * 1) : ℝ) : ℂ) - smallTip (fun _ => (ω : ℂ)) 0 1‖ ≤
      C * pulseArea (fun _ => (ω : ℂ)) 1 ^ 3 :=
    h _ 0 1 _ _ zero_le_one continuousOn_const (constant_pulse_witness ω 1)
  have ha : pulseArea (fun _ => (ω : ℂ)) 1 = ω := by simp [pulseArea, abs_of_pos h0]
  have hs : smallTip (fun _ => (ω : ℂ)) 0 1 = I * ω := by simp [smallTip]
  rw [ha, hs, mul_one, ← mul_sub, ← Complex.ofReal_sub, norm_mul, Complex.norm_I,
    one_mul, Complex.norm_real, Real.norm_eq_abs] at h1
  have h2 := Real.sin_bound (x := ω) (by rwa [abs_of_pos h0])
  rw [abs_of_pos h0] at h2
  have h3 := (abs_le.mp h2).2
  have h4 := neg_le_abs (Real.sin ω - ω)
  have h5 := mul_le_mul_of_nonneg_left hωC (pow_pos h0 3).le
  have h6 := pow_pos h0 4
  nlinarith

end

end SmallTipExcitation
```

```lean
#print axioms SmallTipExcitation.small_tip_error
-- 'SmallTipExcitation.small_tip_error' depends on axioms: [propext, Classical.choice, Quot.sound]
#print axioms SmallTipExcitation.one_sixth_optimal
-- 'SmallTipExcitation.one_sixth_optimal' depends on axioms: [propext, Classical.choice, Quot.sound]
```
